# The DSRG regulariser: a \(\sqrt{s}\) bound and, for positive denominators, a second-order energy that is non-increasing in \(s\) and tends to its bare value

A reference state is coupled by real matrix elements \(v_k\) to finitely many other states \(k\), each lying an energy \(\Delta_k\) above the reference in the zeroth-order Hamiltonian. Second-order perturbation theory shifts the energy by \(-\sum_k v_k^2/\Delta_k\). When an intruder state with a fixed nonzero coupling \(v_k\) approaches the reference, its \(\Delta_k\) goes to zero and the shift diverges. The driven similarity renormalisation group (DSRG) replaces \(1/\Delta\) in the first-order amplitudes by \((1-e^{-s\Delta^2})/\Delta\), where the flow parameter \(s\) has the dimension of an inverse squared energy; in the second-order energy modelled below the same function appears with \(2s\) in place of \(s\). The questions are how large this replacement can get and how the energy depends on \(s\). The answers bear on the choice of \(s\) in DSRG perturbation theory, within a model that is a finite sum of independent terms with fixed real couplings and denominators.

## The objects

```lean
import Mathlib

open Filter Topology

namespace DSRGRegulariser

noncomputable section

variable {ι : Type*} [Fintype ι]
```

The type `ι` is the finite set of labels \(k\). A function `v : ι → ℝ` is a list of real numbers, and `v k` is \(v_k\).

```lean
/-- The DSRG regularised reciprocal denominator `(1 - exp(-s Δ²)) / Δ` at flow parameter `s`. -/
def reg (s Δ : ℝ) : ℝ := (1 - Real.exp (-(s * Δ ^ 2))) / Δ
```

`reg s Δ` is the regularised reciprocal denominator
\[ R(s,\Delta)=\frac{1-e^{-s\Delta^2}}{\Delta}. \]
Lean sets division by zero to zero, so `reg s 0` is \(0\) and a term with \(\Delta_k=0\) drops out of both energies below; statements without a hypothesis on \(\Delta_k\) have physical content only for nonzero denominators.

```lean
/-- The second-order DSRG energy `-∑ v_k² (1 - exp(-2 s Δ_k²)) / Δ_k` for couplings `v_k` and
denominators `Δ_k`. -/
def energy (v Δ : ι → ℝ) (s : ℝ) : ℝ := -∑ k, v k ^ 2 * reg (2 * s) (Δ k)
```

`energy v Δ s` is
\[ E(s)=-\sum_k v_k^2\,R(2s,\Delta_k)=-\sum_k v_k^2\,\frac{1-e^{-2s\Delta_k^2}}{\Delta_k}. \]
The sign convention is \(\Delta_k>0\) for a state above the reference. The expression, with its factor \(2\) in the exponent, is a definition and is not derived from the DSRG equations. The density-matrix terms of the multireference second-order energy and any dependence of \(v_k\) or \(\Delta_k\) on \(s\) are absent.

```lean
/-- The unregularised second-order energy `-∑ v_k² / Δ_k`. -/
def bareEnergy (v Δ : ι → ℝ) : ℝ := -∑ k, v k ^ 2 / Δ k
```

`bareEnergy v Δ` is the ordinary second-order shift \(E_\infty=-\sum_k v_k^2/\Delta_k\).

## Bounds on the regulariser

```lean
/-- For `x ≥ 0` the damping factor obeys `(1 - exp(-x))² ≤ x`. -/
theorem damping_sq_le {x : ℝ} (hx : 0 ≤ x) : (1 - Real.exp (-x)) ^ 2 ≤ x := by
  have h1 : Real.exp (-x) ≤ 1 := by
    rw [← Real.exp_zero]
    exact Real.exp_le_exp.mpr (by linarith)
  have h2 := Real.exp_pos (-x)
  have h3 := Real.add_one_le_exp (-x)
  -- with y = 1 - exp(-x) in [0, 1]: y² ≤ y ≤ x
  nlinarith [mul_nonneg (sub_nonneg.mpr h1) h2.le]
```

Read aloud: for every real \(x\), given the hypothesis `hx` that \(x\ge 0\), one has \((1-e^{-x})^2\le x\). Put \(y=1-e^{-x}\). From \(e^{-x}\le 1\) (`h1`) and \(e^{-x}>0\) (`h2`) follows \(y\,e^{-x}\ge 0\). Since \(e^{-x}=1-y\), this reads \(y-y^2\ge 0\). The tangent-line inequality \(1-x\le e^{-x}\) (`h3`) gives \(y\le x\). Hence \(y^2\le y\le x\). The tactic `nlinarith` is handed the product \(y\,e^{-x}\ge0\) and adds up the inequalities.

```lean
/-- For `s > 0` and `Δ ≠ 0` the regularised reciprocal denominator is nonzero, at most `s |Δ|`
in size, and strictly smaller in size than the bare `1 / |Δ|`. -/
theorem abs_reg_bounds {s Δ : ℝ} (hs : 0 < s) (hΔ : Δ ≠ 0) :
    0 < |reg s Δ| ∧ |reg s Δ| ≤ s * |Δ| ∧ |reg s Δ| < 1 / |Δ| := by
  have hx : 0 < s * Δ ^ 2 := by positivity
  have ha : 0 < |Δ| := abs_pos.mpr hΔ
  have h1 : Real.exp (-(s * Δ ^ 2)) < 1 := by
    rw [← Real.exp_zero]
    exact Real.exp_lt_exp.mpr (by linarith)
  have h2 := Real.exp_pos (-(s * Δ ^ 2))
  have h3 := Real.add_one_le_exp (-(s * Δ ^ 2))
  have habs : |reg s Δ| = (1 - Real.exp (-(s * Δ ^ 2))) / |Δ| := by
    rw [reg, abs_div, abs_of_pos (sub_pos.mpr h1)]
  have hsq : s * |Δ| * |Δ| = s * Δ ^ 2 := by
    rw [mul_assoc, abs_mul_abs_self]
    ring
  rw [habs]
  refine ⟨div_pos (sub_pos.mpr h1) ha, ?_, ?_⟩
  · rw [div_le_iff₀ ha, hsq]
    linarith
  · exact div_lt_div_of_pos_right (by linarith) ha
```

The symbol `∧` means "and". For \(s>0\) and \(\Delta\ne0\),
\[ 0<|R(s,\Delta)|,\qquad |R(s,\Delta)|\le s|\Delta|,\qquad |R(s,\Delta)|<\frac1{|\Delta|}. \]
Take \(x=s\Delta^2>0\) and \(y=1-e^{-x}\) again. Now \(y>0\) strictly (`h1`), so \(|R|=y/|\Delta|\) (`habs`), which is positive. Multiplying the second claim by \(|\Delta|\) turns it into \(y\le s|\Delta|\,|\Delta|=s\Delta^2\) (`hsq`), the tangent-line inequality `h3`. The third claim is \(y<1\) (`h2`) divided by \(|\Delta|\). By the second bound the regularised factor goes to zero at least linearly as \(\Delta\to0\) at fixed \(s\), and by the third it is always smaller in size than the bare one.

```lean
/-- For `s > 0` and `Δ ≠ 0` the regularised reciprocal denominator satisfies
`0 < |(1 - exp(-s Δ²)) / Δ| ≤ √s`. -/
theorem abs_reg_le_sqrt {s Δ : ℝ} (hs : 0 < s) (hΔ : Δ ≠ 0) :
    0 < |reg s Δ| ∧ |reg s Δ| ≤ Real.sqrt s := by
  refine ⟨(abs_reg_bounds hs hΔ).1, Real.abs_le_sqrt ?_⟩
  have hsq : 0 < Δ ^ 2 := by positivity
  rw [reg, div_pow, div_le_iff₀ hsq]
  exact damping_sq_le (mul_pos hs hsq).le
```

For \(s>0\) and \(\Delta\neq0\) of either sign, \(0<|R(s,\Delta)|\le\sqrt s\). The lower bound is the first part of `abs_reg_bounds`, selected by `.1`. For the upper bound, square and use the damping inequality at \(x=s\Delta^2\):
\[ R^2=\frac{(1-e^{-s\Delta^2})^2}{\Delta^2}\le\frac{s\Delta^2}{\Delta^2}=s. \]
`Real.abs_le_sqrt` reduces \(|R|\le\sqrt s\) to \(R^2\le s\), the rewriting clears the factor \(\Delta^2\), and `damping_sq_le` closes the goal. The theorem gives an upper bound and does not say that \(\sqrt s\) is the best one.

## The energy as a function of the flow parameter

```lean
/-- The DSRG energy equals the bare energy plus the remainder
`∑ v_k² exp(-2 s Δ_k²) / Δ_k`. -/
theorem energy_eq_bare_add (v Δ : ι → ℝ) (s : ℝ) :
    energy v Δ s
      = bareEnergy v Δ + ∑ k, v k ^ 2 / Δ k * Real.exp (-(2 * s * Δ k ^ 2)) := by
  unfold energy bareEnergy reg
  rw [← Finset.sum_neg_distrib, ← Finset.sum_neg_distrib, ← Finset.sum_add_distrib]
  exact Finset.sum_congr rfl (fun k _ => by ring)
```

For all real \(s\),
\[ E(s)=E_\infty+\sum_k\frac{v_k^2}{\Delta_k}\,e^{-2s\Delta_k^2}. \]
Term by term,
\[ -v_k^2\,\frac{1-e^{-2s\Delta_k^2}}{\Delta_k}=-\frac{v_k^2}{\Delta_k}+\frac{v_k^2}{\Delta_k}\,e^{-2s\Delta_k^2}. \]
The proof moves the minus signs inside the sums, merges the two sums on the right, and lets `ring` check the identity for each \(k\). The monotonicity, the lower bound and the limit are all read off the last sum, the remainder.

```lean
/-- For positive denominators the DSRG energy is non-increasing in the flow parameter `s`. -/
theorem energy_antitone (v Δ : ι → ℝ) (hΔ : ∀ k, 0 < Δ k) : Antitone (energy v Δ) := by
  intro s t hst
  rw [energy_eq_bare_add, energy_eq_bare_add]
  -- each remainder term is a nonnegative weight times a decaying exponential
  have h : ∑ k, v k ^ 2 / Δ k * Real.exp (-(2 * t * Δ k ^ 2))
      ≤ ∑ k, v k ^ 2 / Δ k * Real.exp (-(2 * s * Δ k ^ 2)) := by
    refine Finset.sum_le_sum fun k _ => ?_
    refine mul_le_mul_of_nonneg_left (Real.exp_le_exp.mpr ?_)
      (div_nonneg (sq_nonneg _) (hΔ k).le)
    nlinarith [mul_nonneg (sub_nonneg.mpr hst) (sq_nonneg (Δ k))]
  linarith
```

`Antitone` means that \(s\le t\) implies \(E(t)\le E(s)\). The hypothesis `∀ k, 0 < Δ k` puts every state above the reference. The statement covers all real \(s\) and \(t\), so it includes the physical range \(s\ge0\). From \((t-s)\Delta_k^2\ge0\) follows \(-2t\Delta_k^2\le-2s\Delta_k^2\), which is the `nlinarith` line. The exponential is increasing, so \(e^{-2t\Delta_k^2}\le e^{-2s\Delta_k^2}\). Multiplying by the weight \(v_k^2/\Delta_k\ge0\) and summing gives `h`, and adding \(E_\infty\) to both sides finishes the argument. The decrease is not strict in general: with all \(v_k=0\) the energy is constant.

```lean
/-- For positive denominators the DSRG energy never lies below the bare energy. -/
theorem bareEnergy_le_energy (v Δ : ι → ℝ) (hΔ : ∀ k, 0 < Δ k) (s : ℝ) :
    bareEnergy v Δ ≤ energy v Δ s := by
  rw [energy_eq_bare_add]
  have h : 0 ≤ ∑ k, v k ^ 2 / Δ k * Real.exp (-(2 * s * Δ k ^ 2)) :=
    Finset.sum_nonneg fun k _ =>
      mul_nonneg (div_nonneg (sq_nonneg _) (hΔ k).le) (Real.exp_pos _).le
  linarith
```

For positive denominators and any real \(s\), \(E_\infty\le E(s)\). Each remainder term is a nonnegative weight times a positive exponential, so the remainder is nonnegative (`h`).

```lean
/-- For nonzero denominators of either sign, each damping exponential `exp(-2 s Δ_k²)` tends to
zero and the DSRG energy tends to the bare energy as `s → ∞`. -/
theorem energy_tendsto (v Δ : ι → ℝ) (hΔ : ∀ k, Δ k ≠ 0) :
    (∀ k, Tendsto (fun s : ℝ => Real.exp (-(2 * s * Δ k ^ 2))) atTop (𝓝 0)) ∧
      Tendsto (energy v Δ) atTop (𝓝 (bareEnergy v Δ)) := by
  have hk : ∀ k, Tendsto (fun s : ℝ => Real.exp (-(2 * s * Δ k ^ 2))) atTop (𝓝 0) := by
    intro k
    have h0 := hΔ k
    have hsq : 0 < Δ k ^ 2 := by positivity
    have h2 : Tendsto (fun s : ℝ => 2 * s) atTop atTop :=
      Tendsto.const_mul_atTop (by norm_num) tendsto_id
    have h3 : Tendsto (fun s : ℝ => 2 * s * Δ k ^ 2) atTop atTop :=
      Tendsto.atTop_mul_const hsq h2
    exact Real.tendsto_exp_neg_atTop_nhds_zero.comp h3
  refine ⟨hk, ?_⟩
  -- the remainder is a finite sum of vanishing terms
  have hsum : Tendsto (fun s : ℝ => ∑ k, v k ^ 2 / Δ k * Real.exp (-(2 * s * Δ k ^ 2)))
      atTop (𝓝 (∑ k, v k ^ 2 / Δ k * 0)) :=
    tendsto_finsetSum _ fun k _ => (hk k).const_mul _
  have h := hsum.const_add (bareEnergy v Δ)
  simp only [mul_zero, Finset.sum_const_zero, add_zero] at h
  exact h.congr fun s => (energy_eq_bare_add v Δ s).symm
```

`Tendsto f atTop (𝓝 a)` says \(f(s)\to a\) as \(s\to+\infty\). The denominators need only be nonzero, with either sign. The theorem states that \(e^{-2s\Delta_k^2}\to0\) for each \(k\), and that \(E(s)\to E_\infty\). Because \(\Delta_k^2>0\) (`hsq`), \(2s\Delta_k^2\to+\infty\) (`h2`, `h3`), and composing with \(e^{-u}\to0\) as \(u\to+\infty\) gives `hk`. A finite sum of constants times vanishing functions tends to \(\sum_k (v_k^2/\Delta_k)\cdot0=0\) (`hsum`). Adding \(E_\infty\) and using `energy_eq_bare_add` gives the limit. Because the sum is finite, the limit can be taken term by term.

```lean
/-- For `s > 0` and nonzero denominators of either sign (units of `ℝ`), the DSRG energy obeys
`|E(s)| ≤ √(2s) ∑ v_k²`, a bound that does not involve the denominators. -/
theorem abs_energy_le (v : ι → ℝ) (Δ : ι → ℝˣ) {s : ℝ} (hs : 0 < s) :
    |energy v (fun k => (Δ k : ℝ)) s| ≤ Real.sqrt (2 * s) * ∑ k, v k ^ 2 := by
  unfold energy
  rw [abs_neg, Finset.mul_sum]
  refine (Finset.abs_sum_le_sum_abs _ _).trans (Finset.sum_le_sum fun k _ => ?_)
  rw [abs_mul, abs_of_nonneg (sq_nonneg (v k)), mul_comm]
  exact mul_le_mul_of_nonneg_right
    (abs_reg_le_sqrt (by linarith) (Δ k).ne_zero).2 (sq_nonneg _)
```

`ℝˣ` is the type of invertible real numbers, that is the nonzero ones, so `Δ : ι → ℝˣ` builds \(\Delta_k\ne0\) into the type, and `(Δ k : ℝ)` is the underlying real number. For \(s>0\),
\[ |E(s)|\le\sum_k v_k^2\,|R(2s,\Delta_k)|\le\sqrt{2s}\,\sum_k v_k^2 . \]
The first step is the triangle inequality, `Finset.abs_sum_le_sum_abs`, and the second is `abs_reg_le_sqrt` at flow parameter \(2s\) in each term. The right side contains no denominator, so at fixed \(s\) and fixed couplings the energy stays bounded however close to zero any \(\Delta_k\) comes.

## The combined statement

```lean
/-- For `s > 0` and `δ ≠ 0` the regulariser satisfies `0 < |reg s δ| ≤ √s`; for positive
denominators `Δ_k` the DSRG energy is non-increasing in `s` and tends to `-∑ v_k² / Δ_k`. -/
theorem dsrg_regulariser :
    (∀ s δ : ℝ, 0 < s → δ ≠ 0 → 0 < |reg s δ| ∧ |reg s δ| ≤ Real.sqrt s) ∧
      ∀ v Δ : ι → ℝ, (∀ k, 0 < Δ k) →
        Antitone (energy v Δ) ∧ Tendsto (energy v Δ) atTop (𝓝 (bareEnergy v Δ)) :=
  ⟨fun _ _ hs hδ => abs_reg_le_sqrt hs hδ, fun v Δ hΔ =>
    ⟨energy_antitone v Δ hΔ, (energy_tendsto v Δ fun k => (hΔ k).ne').2⟩⟩

end

end DSRGRegulariser
```

```lean
#print axioms DSRGRegulariser.bareEnergy_le_energy
#print axioms DSRGRegulariser.abs_energy_le
#print axioms DSRGRegulariser.dsrg_regulariser
```

```
'DSRGRegulariser.bareEnergy_le_energy' depends on axioms: [propext, Classical.choice, Quot.sound]
'DSRGRegulariser.abs_energy_le' depends on axioms: [propext, Classical.choice, Quot.sound]
'DSRGRegulariser.dsrg_regulariser' depends on axioms: [propext, Classical.choice, Quot.sound]
```

`dsrg_regulariser` has two parts. First, for all \(s>0\) and \(\delta\ne0\), \(0<|R(s,\delta)|\le\sqrt s\), where \(\delta\) is a single denominator. Second, for every finite family of real \(v_k\) and positive \(\Delta_k\), \(E\) is non-increasing and tends to \(E_\infty\). The proof pairs `abs_reg_le_sqrt`, `energy_antitone` and the second half of `energy_tendsto`, using that a positive number is nonzero. It is a statement about the size and \(s\)-dependence of these expressions and does not compare \(E(s)\) with an exact eigenvalue.

## One state, and a negative denominator

The two examples below are direct substitutions into the definitions and were not run through Lean. With a single state, \(v=1\) and \(\Delta=1\), the energy is \(E(s)=-(1-e^{-2s})\). It starts at \(E(0)=0\) and falls towards \(E_\infty=-1\) from above. With no states at all, both energies are empty sums and equal zero.

Keeping \(v=1\) and taking \(\Delta=-1\), a state below the reference, gives \(E(s)=1-e^{-2s}\). This rises from \(0\) towards \(E_\infty=1\), so the conclusions of `energy_antitone` and `bareEnergy_le_energy` both fail, because the weight \(v^2/\Delta\) is negative. The limit and the bound \(|E(s)|\le\sqrt{2s}\) for \(s>0\) survive, since they ask only for \(\Delta\ne0\).
